# Pure fermionic Gaussian states related by a Majorana rotation of determinant −1 have zero overlap determinant

Take a superconducting chain described by a quadratic Hamiltonian, and change a parameter until one quasiparticle level crosses zero energy. The ground states before and after the crossing differ in fermion parity. They are eigenstates of the parity operator with opposite eigenvalues, so they are orthogonal. A free-fermion calculation, however, can avoid storing either state as a vector. One way is to store covariance matrices and obtain the modulus of the overlap from a determinant. How does that determinant come to vanish?

Let \(\gamma_j\) be Hermitian Majorana operators with \(\gamma_j^2=1\), two for each fermionic mode. A Gaussian state has the real covariance matrix \(G_{jk}=\tfrac{i}{2}\langle[\gamma_j,\gamma_k]\rangle\). For normalised pure Gaussian states \(\psi,\psi'\) with covariance matrices \(G,G'\), the overlap formula reads

\[
|\langle\psi|\psi'\rangle|^4=\det\frac{G+G'}{2}.
\]

This formula is the physical input. What is proved below concerns its right-hand side, for finitely many modes and pure Gaussian states only. In the code, the finite type `n` labels the Majorana operators, not the modes.

In Lean 4 with Mathlib:

```lean
import Mathlib

open Matrix

namespace OppositeParityOrthogonality

noncomputable section

variable {n : Type*} [Fintype n] [DecidableEq n]
```

## Pure states and Bogoliubov rotations as matrices

The covariance matrix is antisymmetric by construction, and purity of the state is the condition \(G^2=-1\). The structure `IsPureCovariance` records these two properties. Since \((\det G)^2=(-1)^N\) for \(N\) Majorana operators, such a real matrix exists only for even \(N\).

```lean
/-- The Majorana covariance matrix of a pure fermionic Gaussian state:
real, antisymmetric and squaring to minus the identity. -/
structure IsPureCovariance (G : Matrix n n ℝ) : Prop where
  antisymm : Gᵀ = -G
  sq : G * G = -1
```

A Bogoliubov transformation replaces \(\gamma_j\) by \(\sum_k R_{jk}\gamma_k\) with \(R\) real orthogonal, and the covariance matrix becomes \(RGR^{\mathsf T}\).

```lean
/-- The covariance matrix after the Bogoliubov rotation `R` of the Majorana operators. -/
def rotate (R G : Matrix n n ℝ) : Matrix n n ℝ := R * G * Rᵀ
```

Parity enters through \(\det R\). The parity of a pure Gaussian state is, up to a convention, the Pfaffian of \(G\), and \(\operatorname{Pf}(RGR^{\mathsf T})=\det R\,\operatorname{Pf}G\). A rotation with \(\det R=-1\) therefore reverses the parity. The theorems take the condition \(\det R=-1\) as their hypothesis; Fock space and the parity operator do not appear in them.

The right-hand side of the overlap formula is taken as a definition.

```lean
/-- The overlap determinant of two Gaussian states: the determinant of the mean of their
covariance matrices. -/
def overlapDet (G G' : Matrix n n ℝ) : ℝ := ((1 / 2 : ℝ) • (G + G')).det
```

The rotated matrix again describes a pure state. Its transpose is \(RG^{\mathsf T}R^{\mathsf T}=-RGR^{\mathsf T}\), and its square is

\[
RG(R^{\mathsf T}R)GR^{\mathsf T}=RG^2R^{\mathsf T}=-RR^{\mathsf T}=-1.
\]

The code assumes \(RR^{\mathsf T}=1\) and obtains \(R^{\mathsf T}R=1\) from it, as is possible for square matrices.

```lean
/-- An orthogonal rotation takes pure covariance matrices to pure covariance matrices. -/
theorem rotate_isPure {G R : Matrix n n ℝ} (hG : IsPureCovariance G) (hR : R * Rᵀ = 1) :
    IsPureCovariance (rotate R G) := by
  have hR' : Rᵀ * R = 1 := mul_eq_one_comm.mp hR
  constructor
  · unfold rotate
    rw [transpose_mul, transpose_mul, transpose_transpose, hG.antisymm]
    noncomm_ring
  · unfold rotate
    calc R * G * Rᵀ * (R * G * Rᵀ) = R * G * (Rᵀ * R) * G * Rᵀ := by
          simp only [mul_assoc]
      _ = R * (G * G) * Rᵀ := by rw [hR', mul_one, mul_assoc R G G]
      _ = -1 := by rw [hG.sq, mul_neg, mul_one, neg_mul, hR]
```

## Antisymmetric matrices have nonnegative determinant

Let \(S\) be real and antisymmetric, and suppose \(\det S<0\). Consider

\[
f(s)=\det\big((1-s)\,1+sS\big),\qquad f(0)=1,\quad f(1)=\det S<0.
\]

By continuity \(f(s)=0\) for some \(s\in[0,1]\), so there is a real vector \(v\neq0\) with \((1-s)v+sSv=0\). Take the scalar product with \(v\). Antisymmetry gives \(v\cdot Sv=v\cdot S^{\mathsf T}v=-v\cdot Sv\), hence \(v\cdot Sv=0\), and what remains is

\[
(1-s)\,v\cdot v=0.
\]

Since \(v\ne0\), this forces \(s=1\). But \(f(1)<0\), which contradicts \(f(s)=0\).

In the proof, `hq` is the vanishing quadratic form and `hz` is the last displayed equation. The intermediate value theorem supplies `s`.

```lean
/-- A real antisymmetric matrix has nonnegative determinant. -/
theorem det_nonneg_of_antisymm {S : Matrix n n ℝ} (h : Sᵀ = -S) : 0 ≤ S.det := by
  by_contra hneg
  have hlt : S.det < 0 := not_le.mp hneg
  -- follow the determinant along the segment from the identity to `S`
  let f : ℝ → ℝ := fun s => ((1 - s) • (1 : Matrix n n ℝ) + s • S).det
  have hc : Continuous f := Continuous.matrix_det
    (((continuous_const.sub continuous_id).smul continuous_const).add
      (continuous_id.smul continuous_const))
  have f0 : f 0 = 1 := by simp [f]
  have f1 : f 1 = S.det := by simp [f]
  have hmem : (0 : ℝ) ∈ Set.Icc (f 1) (f 0) := by
    rw [f0, f1]
    exact ⟨hlt.le, zero_le_one⟩
  obtain ⟨s, -, hfs⟩ := intermediate_value_Icc' zero_le_one hc.continuousOn hmem
  obtain ⟨v, hv, hMv⟩ := Matrix.exists_mulVec_eq_zero_iff.mpr hfs
  -- the quadratic form of an antisymmetric matrix vanishes
  have hq : v ⬝ᵥ S *ᵥ v = 0 := by
    have h1 : v ⬝ᵥ S *ᵥ v = v ⬝ᵥ Sᵀ *ᵥ v := by
      rw [Matrix.mulVec_transpose, dotProduct_comm v (v ᵥ* S), ← Matrix.dotProduct_mulVec]
    rw [h, Matrix.neg_mulVec, dotProduct_neg] at h1
    linarith
  have hz : (1 - s) * (v ⬝ᵥ v) = 0 := by
    have h2 := congrArg (fun w => v ⬝ᵥ w) hMv
    simpa only [Matrix.add_mulVec, Matrix.smul_mulVec, Matrix.one_mulVec, dotProduct_add,
      dotProduct_smul, hq, smul_eq_mul, mul_zero, add_zero, dotProduct_zero] using h2
  rcases mul_eq_zero.mp hz with h3 | h3
  · have hs : s = 1 := by linarith
    rw [hs, f1] at hfs
    linarith
  · exact hv (dotProduct_self_eq_zero.mp h3)
```

## Matrices commuting with G have nonnegative determinant

Let \(A\) be real with \(AG=GA\), where \(G^2=-1\). Over the complex numbers \((iG)^2=1\), so

\[
P=\tfrac12(1-iG)
\]

satisfies \(P^2=P\). It projects onto the eigenspace of \(G\) with eigenvalue \(i\). Complex conjugation gives \(\bar P=\tfrac12(1+iG)=1-P\), and \(A\) commutes with \(P\). Now set \(B=AP+(1-P)\), so that \(\bar B=A(1-P)+P\). Because \(P(1-P)=0\), the mixed terms drop out of the product:

\[
B\bar B=AP\,A(1-P)+AP\,P+(1-P)A(1-P)+(1-P)P=AP+A(1-P)=A.
\]

Taking determinants,

\[
\det A=\det B\;\overline{\det B}=|\det B|^2\ge0.
\]

In the code, `r` regards a real matrix as complex and `c` conjugates the entries. The facts `hPP`, `hcP` and `hPa` are the three properties of \(P\), `hfac` is the factorisation \(B\bar B=A\), and the final lines identify \(\det A\) with a squared modulus. Antisymmetry of \(G\) is not needed here.

```lean
/-- A real matrix that commutes with a complex structure `G` (that is, `G² = -1`) has
nonnegative determinant. -/
theorem det_nonneg_of_commute {G A : Matrix n n ℝ} (hG : G * G = -1) (h : A * G = G * A) :
    0 ≤ A.det := by
  let r : Matrix n n ℝ →+* Matrix n n ℂ := Complex.ofRealHom.mapMatrix
  let c : Matrix n n ℂ →+* Matrix n n ℂ := (starRingEnd ℂ).mapMatrix
  have hcr : ∀ M, c (r M) = r M := by
    intro M
    ext i j
    simp [c, r]
  have hcs : ∀ (z : ℂ) (M : Matrix n n ℂ), c (z • M) = (starRingEnd ℂ) z • c M := by
    intro z M
    ext i j
    simp [c]
  have hg : r G * r G = -1 := by rw [← map_mul, hG, map_neg, map_one]
  have hag : r A * r G = r G * r A := by rw [← map_mul, h, map_mul]
  have hJ : (Complex.I • r G) * (Complex.I • r G) = 1 := by
    rw [smul_mul_smul_comm, hg, Complex.I_mul_I]
    simp
  -- the projector onto one eigenspace of the complex structure
  obtain ⟨P, hP⟩ : ∃ P : Matrix n n ℂ, P = (1 / 2 : ℂ) • (1 - Complex.I • r G) := ⟨_, rfl⟩
  have hPP : P * P = P := by
    rw [hP, smul_mul_smul_comm, sub_mul, mul_sub, mul_sub, hJ, one_mul, one_mul, mul_one]
    module
  have hPa : P * r A = r A * P := by
    rw [hP, smul_mul_assoc, mul_smul_comm, sub_mul, mul_sub, one_mul, mul_one,
      smul_mul_assoc, mul_smul_comm, hag]
  have hcP : c P = 1 - P := by
    have h2 : (starRingEnd ℂ) (1 / 2 : ℂ) = 1 / 2 := by
      rw [map_div₀, map_one, map_ofNat]
    rw [hP, hcs, map_sub, map_one, hcs, hcr, Complex.conj_I, h2]
    module
  have hPaP : P * r A * P = r A * P := by rw [hPa, mul_assoc, hPP]
  -- `A` factors into a matrix and its complex conjugate
  have hfac : (r A * P + (1 - P)) * c (r A * P + (1 - P)) = r A := by
    rw [map_add, map_mul, map_sub, map_one, hcr, hcP]
    calc (r A * P + (1 - P)) * (r A * (1 - P) + (1 - (1 - P)))
        = r A * (P * P) + r A * (P * r A) - r A * (P * r A * P) + P + r A - r A * P
          - P * P - P * r A + P * r A * P := by noncomm_ring
      _ = r A := by
          rw [hPaP, hPP, hPa]
          abel
  have hdc : (c (r A * P + (1 - P))).det = (starRingEnd ℂ) (r A * P + (1 - P)).det :=
    ((starRingEnd ℂ).map_det _).symm
  have hdr : (r A).det = (A.det : ℂ) := (Complex.ofRealHom.map_det A).symm
  have hdet := congrArg Matrix.det hfac
  rw [Matrix.det_mul, hdc, hdr, Complex.mul_conj] at hdet
  have hreal : Complex.normSq (r A * P + (1 - P)).det = A.det := Complex.ofReal_injective hdet
  rw [← hreal]
  exact Complex.normSq_nonneg _
```

## Normalisation of the overlap determinant

For \(G'=G\) the mean is \(G\) itself. From \(GG^{\mathsf T}=-G^2=1\) we get \((\det G)^2=1\), and the determinant of an antisymmetric matrix is nonnegative, so \(\det G=1\). This agrees with \(|\langle\psi|\psi\rangle|=1\).

```lean
/-- The overlap determinant of a pure Gaussian state with itself is one. -/
theorem overlapDet_self {G : Matrix n n ℝ} (hG : IsPureCovariance G) : overlapDet G G = 1 := by
  have h1 : (1 / 2 : ℝ) • (G + G) = G := by module
  have h2 : G * Gᵀ = 1 := by rw [hG.antisymm, mul_neg, hG.sq, neg_neg]
  have h3 := congrArg Matrix.det h2
  rw [Matrix.det_mul, Matrix.det_transpose, Matrix.det_one] at h3
  have h4 := det_nonneg_of_antisymm hG.antisymm
  unfold overlapDet
  rw [h1]
  nlinarith
```

## Two inequalities that force the overlap to vanish

Let \(\det R=-1\) and put \(S=\tfrac12(G+RGR^{\mathsf T})\). As a mean of antisymmetric matrices \(S\) is antisymmetric, so \(\det S\ge0\). Next multiply by \(R\) from the right:

\[
SR=\tfrac12(GR+RG).
\]

This matrix commutes with \(G\), since

\[
(GR+RG)G=GRG-R=G(GR+RG).
\]

Hence \(\det(SR)\ge0\). But \(\det(SR)=\det S\,\det R=-\det S\), so \(\det S\le0\) as well, and therefore \(\det S=0\).

The theorem `overlapDet_eq_zero` states this for every pure covariance matrix `G` and every orthogonal `R` of determinant \(-1\). Its steps `h1` and `h3` are the two inequalities, and `h2` is the formula for \(SR\). The factor \(\tfrac12\) affects only the normalisation, so \(\det(G+RGR^{\mathsf T})\) vanishes too.

```lean
/-- The overlap determinant of a pure Gaussian state and its image under an orthogonal
rotation of determinant `-1` vanishes. -/
theorem overlapDet_eq_zero {G R : Matrix n n ℝ} (hG : IsPureCovariance G)
    (hR : R * Rᵀ = 1) (hdet : R.det = -1) : overlapDet G (rotate R G) = 0 := by
  have hR' : Rᵀ * R = 1 := mul_eq_one_comm.mp hR
  -- the mean covariance matrix is antisymmetric
  have h1 : 0 ≤ overlapDet G (rotate R G) := by
    apply det_nonneg_of_antisymm
    rw [transpose_smul, transpose_add, hG.antisymm, (rotate_isPure hG hR).antisymm]
    module
  -- multiplied by `R`, it commutes with `G`
  have h2 : ((1 / 2 : ℝ) • (G + rotate R G)) * R = (1 / 2 : ℝ) • (G * R + R * G) := by
    unfold rotate
    rw [smul_mul_assoc, add_mul, mul_assoc (R * G), hR', mul_one]
  have h3 : 0 ≤ (((1 / 2 : ℝ) • (G + rotate R G)) * R).det := by
    apply det_nonneg_of_commute hG.sq
    rw [h2, smul_mul_assoc, mul_smul_comm, add_mul, mul_add, mul_assoc R G G,
      ← mul_assoc G G R, hG.sq, mul_neg, neg_mul, mul_one, one_mul, mul_assoc G R G, add_comm]
  rw [Matrix.det_mul, hdet] at h3
  unfold overlapDet at h1 ⊢
  linarith
```

When this determinant is evaluated in floating point, rounding can leave a small number of either sign in place of zero. Taking the fourth root of a positive residue to obtain \(|\langle\psi|\psi'\rangle|\) magnifies the error: a residue of \(10^{-32}\) would be reported as an overlap of \(10^{-8}\). If the orthogonal matrix connecting the two states is available, the sign of its determinant can be checked first, and the overlap set to exactly zero when the sign is negative. If only the covariance matrices are stored, comparing the signs of their Pfaffians does the same job.

## A mode on which the two states are opposite

A vanishing determinant means that there is a real vector \(v\neq0\) with \(Sv=0\), that is,

\[
RGR^{\mathsf T}v=-Gv.
\]

Scaled to unit length, \(v\) defines a Majorana operator \(\sum_j v_j\gamma_j\), and the two covariance matrices act on \(v\) with opposite signs.

```lean
/-- For a pure covariance matrix and an orthogonal rotation of determinant `-1` there is a nonzero
real vector on which the original and the rotated covariance matrix act with opposite signs. -/
theorem exists_opposite_mode {G R : Matrix n n ℝ} (hG : IsPureCovariance G)
    (hR : R * Rᵀ = 1) (hdet : R.det = -1) :
    ∃ v : n → ℝ, v ≠ 0 ∧ rotate R G *ᵥ v = -(G *ᵥ v) := by
  obtain ⟨v, hv, h⟩ := Matrix.exists_mulVec_eq_zero_iff.mpr (overlapDet_eq_zero hG hR hdet)
  refine ⟨v, hv, ?_⟩
  rw [Matrix.smul_mulVec, Matrix.add_mulVec] at h
  have h' := (smul_eq_zero.mp h).resolve_left (by norm_num)
  exact eq_neg_of_add_eq_zero_right h'
```

The vector \(Gv\) has the same property, as follows from \(G^2=-1\) and the purity of the rotated matrix, and it is orthogonal to \(v\). Together the two span one fermionic mode, which is filled in one state and empty in the other.

## Two modes, with one or both occupations reversed

Four Majorana operators, numbered from 0 as in the code, form two modes with the pairs (0, 1) and (2, 3).

```lean
/-- A covariance matrix of two fermionic modes, pairing Majoranas 0, 1 and Majoranas 2, 3. -/
def twoMode : Matrix (Fin 4) (Fin 4) ℝ :=
  !![0, 1, 0, 0; -1, 0, 0, 0; 0, 0, 0, 1; 0, 0, -1, 0]
```

Reflecting only Majorana 3 exchanges filled and empty in the second mode. The matrix \(R=\mathrm{diag}(1,1,1,-1)\) is orthogonal with determinant \(-1\), and `twoMode` is pure. All hypotheses of `overlapDet_eq_zero` are thus met by a concrete example, which is checked entry by entry.

```lean
/-- The two-mode covariance matrix is pure, and the reflection of the last Majorana operator
is orthogonal with determinant `-1`. -/
theorem overlapDet_eq_zero_witness :
    IsPureCovariance twoMode ∧
    diagonal ![1, 1, 1, (-1 : ℝ)] * (diagonal ![1, 1, 1, (-1 : ℝ)])ᵀ = 1 ∧
    (diagonal ![1, 1, 1, (-1 : ℝ)]).det = -1 := by
  refine ⟨⟨?_, ?_⟩, ?_, ?_⟩
  · ext i j
    fin_cases i <;> fin_cases j <;> simp [twoMode]
  · ext i j
    fin_cases i <;> fin_cases j <;> simp [twoMode, Matrix.mul_apply, Fin.sum_univ_succ]
  · ext i j
    fin_cases i <;> fin_cases j <;> simp [diagonal_transpose]
  · simp [det_diagonal, Fin.prod_univ_succ]
```

Orthogonality does not imply opposite parity. Reflecting Majoranas 1 and 3 reverses both occupations, which exchanges the vacuum of the two modes and the doubly occupied state. The parity is unchanged and \(\det R=+1\), but \(RGR^{\mathsf T}=-G\), so the mean covariance matrix is zero and its determinant vanishes. A zero overlap determinant in a calculation therefore does not, taken alone, prove a parity change.

```lean
/-- Reflecting Majoranas 1 and 3 is an orthogonal rotation of determinant `+1`, and the overlap
determinant of `twoMode` and its image under this rotation vanishes. -/
theorem overlapDet_zero_of_proper_rotation :
    diagonal ![1, -1, 1, (-1 : ℝ)] * (diagonal ![1, -1, 1, (-1 : ℝ)])ᵀ = 1 ∧
    (diagonal ![1, -1, 1, (-1 : ℝ)]).det = 1 ∧
    overlapDet twoMode (rotate (diagonal ![1, -1, 1, (-1 : ℝ)]) twoMode) = 0 := by
  refine ⟨?_, ?_, ?_⟩
  · ext i j
    fin_cases i <;> fin_cases j <;> simp [diagonal_transpose]
  · simp [det_diagonal, Fin.prod_univ_succ]
  · have h : rotate (diagonal ![1, -1, 1, (-1 : ℝ)]) twoMode = -twoMode := by
      unfold rotate
      rw [diagonal_transpose]
      ext i j
      rw [mul_diagonal, diagonal_mul]
      fin_cases i <;> fin_cases j <;> simp [twoMode]
    unfold overlapDet
    rw [h, add_neg_cancel, smul_zero]
    exact Matrix.det_zero

end

end OppositeParityOrthogonality
```

```lean
#print axioms OppositeParityOrthogonality.overlapDet_self
-- 'OppositeParityOrthogonality.overlapDet_self' depends on axioms: [propext, Classical.choice, Quot.sound]
#print axioms OppositeParityOrthogonality.exists_opposite_mode
-- 'OppositeParityOrthogonality.exists_opposite_mode' depends on axioms: [propext, Classical.choice, Quot.sound]
#print axioms OppositeParityOrthogonality.overlapDet_zero_of_proper_rotation
-- 'OppositeParityOrthogonality.overlapDet_zero_of_proper_rotation' depends on axioms: [propext, Classical.choice, Quot.sound]
```
